# For a stable quadratic energy with independent site occupations, the constrained curvature is the negative inverse response

Take a site occupation $x_1$ coupled to one other electronic variable $x_2$, with energy $x_1^2+x_1x_2+x_2^2$. If I hold $x_1=n$ and let $x_2$ relax to $-n/2$, the energy is $\tfrac34n^2$, with curvature $\tfrac32$. If I instead add a potential term $a\,x_1$ and relax everything, I get $x_1=-\tfrac23a$, and the negative inverse response is again $\tfrac32$. A common linear-response method for the Hubbard $U$ shifts site potentials and records the change in occupations. With several coupled sites, why may I read the negative inverse of the response matrix as a curvature at fixed occupations, and why does subtracting two such inverses give $U$?

## A potential can take the place of the constraint

For a stable quadratic energy, the state you find by constraining the occupations is also the unconstrained ground state in a suitable site potential.

Let the real vector $x$ collect the electronic variables, measured from a reference state, with energy $E(x)=\tfrac12x\cdot Ax$ and $A$ symmetric positive definite. The site occupations, also measured from the reference, are $Px$. Here $P$ is a rectangular matrix that reads them off, not an orbital projector. A site potential $a$ adds $a\cdot Px$.

**Response.** Stationarity requires $Ax=-P^Ta$, so $x=-A^{-1}P^Ta$. For any other state $y$, put $d=y-x$. Symmetry of $A$ gives
$$E(y)=E(x)+d\cdot Ax+E(d),\qquad d\cdot Ax=-a\cdot Pd,$$
hence
$$E(y)+a\cdot Py=E(x)+a\cdot Px+E(d).$$
Since $E(d)>0$ for $d\ne0$, $x$ is the unique minimiser. Its occupations are $Px=-Ca$ with $C=PA^{-1}P^T$, so the response is $\chi=-C$.

**Curvature.** If the rows of $P$ are linearly independent, $P^Tv\neq0$ for $v\ne0$, so $v\cdot Cv=(P^Tv)\cdot A^{-1}(P^Tv)>0$ and $\chi$ is invertible. Choose $a=\chi^{-1}n$. The minimiser $x$ then has $Px=n$. Among states with $Py=n$ the potential term is constant, so $x$ also minimises $E$ there, with
$$E(x)=\tfrac12x\cdot Ax=-\tfrac12(Px)\cdot a=\tfrac12n\cdot(-\chi^{-1})n.$$

**Hubbard matrix.** Let the bare energy have a positive definite matrix $A_0$, and add $\tfrac12(Px)\cdot U(Px)$ with $U$ symmetric. The total energy has matrix $A=A_0+P^TUP$, which I assume is positive definite too. Then
$$A_0^{-1}-A^{-1}=A_0^{-1}P^TUP\,A^{-1}.$$
Multiplying by $P$ on the left and $P^T$ on the right gives $\chi-\chi_0=\chi_0U\chi$, where $\chi_0$ is the bare response. Multiplying by $\chi_0^{-1}$ gives $(\chi_0^{-1}-U)\chi=1$, so $\chi_0^{-1}-\chi^{-1}=U$.

## What the Lean statements say

The finite types `k` and `m` label electronic variables and sites. `A.PosDef` includes symmetry and expresses stability of the reference state. `LinearIndependent ℝ P.row` says that the occupations can be varied independently; it fails if $x$ conserves the total charge and the sites together count all of it.

`IsResponse A P χ` contains no formula: it says that every minimiser under `a` has occupations `χ *ᵥ a`. In `constrained_curvature`, `IsLeast` says that the stated energy is attained at occupations `n` and that no state with those occupations lies lower. `hubbard_U_eq` requires positive definiteness both with and without the interaction; `U` itself may be attractive.

This is the algebra behind that linear-response method for the $U$ of DFT+U, here for a finite quadratic energy whose interaction acts only through the site occupations. Applying it to a real material requires identifying the computed bare and full responses with those of $A_0$ and $A_0+P^TUP$, although the Hartree and exchange-correlation terms depend on the whole density.

```lean
import Mathlib

open Matrix

namespace ConstrainedOccupationU

noncomputable section

variable {m k : Type*} [Fintype m] [Fintype k]

/-- The quadratic energy `(1/2) x·Ax` of the electronic degrees of freedom `x`. -/
def energy (A : Matrix k k ℝ) (x : k → ℝ) : ℝ := 1 / 2 * (x ⬝ᵥ A *ᵥ x)

/-- `x` minimises the energy in the presence of a potential `a` acting on the
site occupations `Px`. -/
def IsPerturbedMin (A : Matrix k k ℝ) (P : Matrix m k ℝ) (a : m → ℝ) (x : k → ℝ) : Prop :=
  ∀ y, energy A x + a ⬝ᵥ P *ᵥ x ≤ energy A y + a ⬝ᵥ P *ᵥ y

/-- `χ` is the occupation response: under any site potential `a`, every minimiser
has occupations `χ a`. -/
def IsResponse (A : Matrix k k ℝ) (P : Matrix m k ℝ) (χ : Matrix m m ℝ) : Prop :=
  ∀ a x, IsPerturbedMin A P a x → P *ᵥ x = χ *ᵥ a

/-- The matrix `C = P A⁻¹ Pᵀ`, for an invertible `A`. -/
def compliance [DecidableEq k] (A : Matrix k k ℝ) (P : Matrix m k ℝ) : Matrix m m ℝ :=
  P * A⁻¹ * Pᵀ

/-- For positive definite `A`, every nonzero displacement costs energy. -/
theorem energy_pos {A : Matrix k k ℝ} (hA : A.PosDef) {x : k → ℝ} (hx : x ≠ 0) :
    0 < energy A x := by
  have h := hA.dotProduct_mulVec_pos hx
  rw [star_trivial] at h
  unfold energy
  linarith

/-- For symmetric `A`, if the force at `x` balances the potential `a`, the perturbed energy
at `y` exceeds that at `x` by the energy of the displacement `y - x`. -/
theorem perturbed_energy_eq {A : Matrix k k ℝ} (hA : Aᵀ = A) (P : Matrix m k ℝ)
    {a : m → ℝ} {x : k → ℝ} (hx : A *ᵥ x = -(Pᵀ *ᵥ a)) (y : k → ℝ) :
    energy A y + a ⬝ᵥ P *ᵥ y = energy A x + a ⬝ᵥ P *ᵥ x + energy A (y - x) := by
  have h (z : k → ℝ) : z ⬝ᵥ A *ᵥ x = -(a ⬝ᵥ P *ᵥ z) := by
    rw [hx, dotProduct_neg, mulVec_transpose, Matrix.dotProduct_mulVec a P z,
      dotProduct_comm z]
  have hs : x ⬝ᵥ A *ᵥ y = y ⬝ᵥ A *ᵥ x := by
    rw [Matrix.dotProduct_mulVec x A y, ← mulVec_transpose, hA, dotProduct_comm]
  simp only [energy, mulVec_sub, dotProduct_sub, sub_dotProduct]
  linear_combination h y - h x + 1 / 2 * hs

/-- For positive definite `A`, the unique minimiser under the site potential `a` is
`x = -A⁻¹ Pᵀ a`. -/
theorem isPerturbedMin_iff [DecidableEq k] {A : Matrix k k ℝ} (hA : A.PosDef) (P : Matrix m k ℝ)
    (a : m → ℝ) (x : k → ℝ) :
    IsPerturbedMin A P a x ↔ x = -(A⁻¹ *ᵥ (Pᵀ *ᵥ a)) := by
  have hs : Aᵀ = A := by
    rw [← conjTranspose_eq_transpose_of_trivial]
    exact hA.isHermitian
  have h0 : A *ᵥ (-(A⁻¹ *ᵥ (Pᵀ *ᵥ a))) = -(Pᵀ *ᵥ a) := by
    rw [mulVec_neg, mulVec_mulVec, mul_nonsing_inv _ hA.det_pos.ne'.isUnit, one_mulVec]
  have hsq := perturbed_energy_eq hs P h0
  constructor
  · intro hx
    by_contra hne
    have h1 := energy_pos hA (sub_ne_zero.2 hne)
    have h2 := hx (-(A⁻¹ *ᵥ (Pᵀ *ᵥ a)))
    linarith [hsq x]
  · rintro rfl y
    rw [hsq y]
    by_cases hy : y - -(A⁻¹ *ᵥ (Pᵀ *ᵥ a)) = 0
    · rw [hy]
      simp [energy]
    · linarith [energy_pos hA hy]

/-- For positive definite `A`, the occupation response is `χ = -C` and nothing else. -/
theorem isResponse_iff [DecidableEq m] [DecidableEq k] {A : Matrix k k ℝ} (hA : A.PosDef) (P : Matrix m k ℝ)
    (χ : Matrix m m ℝ) : IsResponse A P χ ↔ χ = -compliance A P := by
  have hP (a : m → ℝ) :
      P *ᵥ (-(A⁻¹ *ᵥ (Pᵀ *ᵥ a))) = (-compliance A P) *ᵥ a := by
    simp only [compliance, mulVec_neg, neg_mulVec, mulVec_mulVec, Matrix.mul_assoc]
  constructor
  · intro h
    apply Matrix.toLin'.injective
    refine LinearMap.ext fun a => ?_
    rw [toLin'_apply, toLin'_apply, ← hP a]
    exact (h a _ ((isPerturbedMin_iff hA P a _).2 rfl)).symm
  · rintro rfl a x hx
    rw [(isPerturbedMin_iff hA P a x).1 hx, hP]

/-- For positive definite `A` and linearly independent rows of `P`, the matrix `C` is
positive definite. -/
theorem compliance_posDef [DecidableEq k] {A : Matrix k k ℝ} (hA : A.PosDef) {P : Matrix m k ℝ}
    (hP : LinearIndependent ℝ P.row) : (compliance A P).PosDef := by
  have h := hA.inv.mul_mul_conjTranspose_same (Matrix.vecMul_injective_iff.2 hP)
  rwa [conjTranspose_eq_transpose_of_trivial] at h

/-- Constrained curvature is the negative inverse response: for positive definite `A` and
linearly independent rows of `P`, the response `χ` is invertible, `-χ⁻¹` is positive definite,
and the least energy at fixed occupations `n` is `(1/2) n·(-χ⁻¹)n`. -/
theorem constrained_curvature [DecidableEq m] [DecidableEq k]
    {A : Matrix k k ℝ} (hA : A.PosDef) {P : Matrix m k ℝ}
    (hP : LinearIndependent ℝ P.row) {χ : Matrix m m ℝ} (hχ : IsResponse A P χ) :
    IsUnit χ ∧ (-χ⁻¹).PosDef ∧
      ∀ n, IsLeast (energy A '' {x | P *ᵥ x = n}) (1 / 2 * (n ⬝ᵥ (-χ⁻¹) *ᵥ n)) := by
  have hC := compliance_posDef hA hP
  have hχC := (isResponse_iff hA P χ).1 hχ
  have hu : IsUnit χ := by
    rw [hχC]
    exact ((Matrix.isUnit_iff_isUnit_det _).2 hC.det_pos.ne'.isUnit).neg
  have hinv : χ⁻¹ = -(compliance A P)⁻¹ := by
    apply inv_eq_right_inv
    rw [hχC, neg_mul_neg, mul_nonsing_inv _ hC.det_pos.ne'.isUnit]
  refine ⟨hu, by rw [hinv, neg_neg]; exact hC.inv, fun n => ?_⟩
  -- the potential that drives the occupations to `n`
  obtain ⟨a, ha⟩ : ∃ a, a = χ⁻¹ *ᵥ n := ⟨_, rfl⟩
  obtain ⟨x, hx⟩ : ∃ x, x = -(A⁻¹ *ᵥ (Pᵀ *ᵥ a)) := ⟨_, rfl⟩
  have hmin : IsPerturbedMin A P a x := (isPerturbedMin_iff hA P a x).2 hx
  have hn : P *ᵥ x = n := by
    rw [hχ a x hmin, ha, mulVec_mulVec,
      mul_nonsing_inv _ ((Matrix.isUnit_iff_isUnit_det _).1 hu), one_mulVec]
  -- stationarity gives the energy of this state
  have hAx : A *ᵥ x = -(Pᵀ *ᵥ a) := by
    rw [hx, mulVec_neg, mulVec_mulVec, mul_nonsing_inv _ hA.det_pos.ne'.isUnit, one_mulVec]
  have hE : energy A x = 1 / 2 * (n ⬝ᵥ (-χ⁻¹) *ᵥ n) := by
    rw [energy, hAx, neg_mulVec, ← ha, dotProduct_neg, dotProduct_neg, mulVec_transpose,
      dotProduct_comm x, ← Matrix.dotProduct_mulVec, hn, dotProduct_comm a]
  refine ⟨⟨x, hn, hE⟩, ?_⟩
  rintro _ ⟨y, hy, rfl⟩
  have hy' : P *ᵥ y = n := hy
  have h := hmin y
  rw [hn, hy'] at h
  linarith

/-- Adding the interaction `(1/2) (Px)·U(Px)` between site occupations turns the energy
matrix `A₀` into `A₀ + Pᵀ U P`. -/
theorem energy_add_interaction (A₀ : Matrix k k ℝ) (P : Matrix m k ℝ) (U : Matrix m m ℝ)
    (x : k → ℝ) :
    energy (A₀ + Pᵀ * U * P) x = energy A₀ x + 1 / 2 * ((P *ᵥ x) ⬝ᵥ U *ᵥ (P *ᵥ x)) := by
  have h (w : m → ℝ) : x ⬝ᵥ Pᵀ *ᵥ w = (P *ᵥ x) ⬝ᵥ w := by
    rw [mulVec_transpose, dotProduct_comm x, ← Matrix.dotProduct_mulVec, dotProduct_comm w]
  rw [energy, energy, add_mulVec, dotProduct_add, ← mulVec_mulVec, ← mulVec_mulVec, h]
  ring

/-- Linear-response formula for the Hubbard matrix: if the energy is positive definite without
and with the interaction `U`, and the rows of `P` are linearly independent, the bare response
`χ₀` and the full response `χ` satisfy `χ₀⁻¹ - χ⁻¹ = U`. -/
theorem hubbard_U_eq [DecidableEq m] [DecidableEq k]
    {A₀ : Matrix k k ℝ} {P : Matrix m k ℝ} {U χ₀ χ : Matrix m m ℝ}
    (hA₀ : A₀.PosDef) (hA : (A₀ + Pᵀ * U * P).PosDef) (hP : LinearIndependent ℝ P.row)
    (hχ₀ : IsResponse A₀ P χ₀) (hχ : IsResponse (A₀ + Pᵀ * U * P) P χ) :
    χ₀⁻¹ - χ⁻¹ = U := by
  have hu₀ := (Matrix.isUnit_iff_isUnit_det _).1 (constrained_curvature hA₀ hP hχ₀).1
  have e₀ := (isResponse_iff hA₀ P χ₀).1 hχ₀
  have e := (isResponse_iff hA P χ).1 hχ
  generalize hB : A₀ + Pᵀ * U * P = A at hA e
  -- resolvent identity between the bare and the interacting system
  have h1 : A₀⁻¹ - A⁻¹ = A₀⁻¹ * (Pᵀ * U * P) * A⁻¹ := by
    have h2 : Pᵀ * U * P = A - A₀ := by rw [← hB]; abel
    rw [h2, Matrix.mul_sub, Matrix.sub_mul, nonsing_inv_mul _ hA₀.det_pos.ne'.isUnit,
      Matrix.one_mul, Matrix.mul_assoc, mul_nonsing_inv _ hA.det_pos.ne'.isUnit,
      Matrix.mul_one]
  -- projected on the sites it becomes a Dyson equation for the responses
  have h3 : χ - χ₀ = χ₀ * U * χ := by
    have h4 : P * (A₀⁻¹ - A⁻¹) * Pᵀ = P * (A₀⁻¹ * (Pᵀ * U * P) * A⁻¹) * Pᵀ := by rw [h1]
    rw [Matrix.mul_sub, Matrix.sub_mul] at h4
    rw [e, e₀, neg_sub_neg, Matrix.neg_mul, neg_mul_neg]
    simp only [compliance, Matrix.mul_assoc] at h4 ⊢
    exact h4
  have h5 : (χ₀⁻¹ - U) * χ = 1 := by
    have h6 : χ₀⁻¹ * (χ - χ₀) = χ₀⁻¹ * (χ₀ * U * χ) := by rw [h3]
    rw [Matrix.mul_sub, nonsing_inv_mul _ hu₀, Matrix.mul_assoc χ₀ U χ,
      ← Matrix.mul_assoc χ₀⁻¹ χ₀, nonsing_inv_mul _ hu₀, Matrix.one_mul] at h6
    rw [Matrix.sub_mul, ← h6]
    abel
  rw [inv_eq_left_inv h5]
  abel

end

end ConstrainedOccupationU
```

```lean
#print axioms ConstrainedOccupationU.constrained_curvature
#print axioms ConstrainedOccupationU.energy_add_interaction
#print axioms ConstrainedOccupationU.hubbard_U_eq
```

```
'ConstrainedOccupationU.constrained_curvature' depends on axioms: [propext, Classical.choice, Quot.sound]
'ConstrainedOccupationU.energy_add_interaction' depends on axioms: [propext, Classical.choice, Quot.sound]
'ConstrainedOccupationU.hubbard_U_eq' depends on axioms: [propext, Classical.choice, Quot.sound]
```

## From the algebra to the code

`perturbed_energy_eq` is the expansion about $x$; its `linear_combination` uses the force balance twice and the symmetry of $A$ once. Together with `energy_pos` it gives the unique minimiser in `isPerturbedMin_iff`. `isResponse_iff` applies $P$ to that minimiser, and obtains equality of matrices from their action on every potential.

`compliance_posDef` shows that $C$, called `compliance`, is positive definite. `constrained_curvature` then chooses `a = χ⁻¹ *ᵥ n`, computes the energy in `hE`, and compares with any other state at the same occupations through `hmin`.

`energy_add_interaction` justifies the matrix $A_0+P^TUP$. In `hubbard_U_eq`, `h1` is the identity for the inverses, `h3` its projection on the sites, and `h5` exhibits $\chi_0^{-1}-U$ as a left inverse of $\chi$.
